# On a ring of five or more sites, a uniform nearest-neighbour step is unitary only if it is a phase times the identity or a one-site shift

A simple kind of explicit time step for one particle on a tight-binding ring updates every site from itself and its two neighbours,

$$\psi_i \;\leftarrow\; a\,\psi_{i+1} + b\,\psi_i + c\,\psi_{i-1},$$

and someone has to choose the complex numbers $a,b,c$. If the step must conserve the norm of every state, the choice is nearly empty on $N\ge 5$ sites: one coefficient has modulus 1 and the other two vanish. In particular, the Euler step $1-i\Delta t\,H/\hbar$ with hopping Hamiltonian $H=-J(T+T^{-1})$ is not unitary for any real $J\Delta t\neq 0$. Here $T$ is the cyclic shift, not a kinetic energy; it moves a particle from site $j$ to $j+1$. The update is the matrix $aT^{-1}+b\,1+cT$.

## The same amplitudes at every site of a closed ring

Sites are elements of `ZMod N`, so site arithmetic is periodic, and `[NeZero N]` makes the ring finite with at least one site. Matrix entry $(i,j)$ is the amplitude from $j$ to $i$.

In Lean 4 with Mathlib:

```lean
import Mathlib

open Matrix

namespace LocalUnitarySteps

noncomputable section

variable {N : ℕ}

/-- The cyclic shift on a ring of `N` sites: it moves a particle from site `j` to site `j + 1`. -/
def shift (N : ℕ) : Matrix (ZMod N) (ZMod N) ℂ :=
  Matrix.of fun i j => if i = j + 1 then 1 else 0
```

The general step is $W=\sum_{k=0}^m c_kT^k$, with forward hops only. In `localStep` the letter `c` is a sequence, of which only $c_0,\dots,c_m$ enter; in `neighbourStep` it is a single number.

```lean
/-- A translation-invariant step in which a particle hops forward by `k = 0, ..., m` sites
with amplitude `c k`. -/
def localStep (N : ℕ) [NeZero N] (m : ℕ) (c : ℕ → ℂ) : Matrix (ZMod N) (ZMod N) ℂ :=
  ∑ k ∈ Finset.range (m + 1), c k • shift N ^ k

/-- The nearest-neighbour step `a T⁻¹ + b 1 + c T`, with `T` the cyclic shift. -/
def neighbourStep (N : ℕ) [NeZero N] (a b c : ℂ) : Matrix (ZMod N) (ZMod N) ℂ :=
  a • (shift N)⁻¹ + b • (1 : Matrix (ZMod N) (ZMod N) ℂ) + c • shift N
```

Uniform amplitudes are what make $W$ a polynomial in $T$. With $e_j$ the state localised at site $j$, $T^ke_j=e_{j+k}$, hence $We_j=\sum_k c_k e_{j+k}$. Distinct sites go to distinct sites under $T$, so $T^\dagger T=1$ and $T^{-1}=T^\dagger$. The next four results establish these facts, the first by induction on $k$. The inverse in `neighbourStep` is the matrix inverse, and `shift_inv` identifies it with the adjoint, written `star`.

```lean
/-- The `k`-th power of the shift moves a particle from site `j` to site `j + k`. -/
theorem shift_pow_apply [NeZero N] (k : ℕ) (i j : ZMod N) :
    (shift N ^ k) i j = if i = j + (k : ZMod N) then 1 else 0 := by
  induction k generalizing i j with
  | zero => simp [Matrix.one_apply]
  | succ k ih =>
    have h : j + 1 + (k : ZMod N) = j + ((k + 1 : ℕ) : ZMod N) := by
      push_cast
      ring
    rw [pow_succ, Matrix.mul_apply, Finset.sum_eq_single (j + 1)]
    · rw [ih, h]
      simp [shift]
    · intro x _ hx
      simp [shift, hx]
    · intro hx
      exact absurd (Finset.mem_univ _) hx

/-- The cyclic shift is unitary. -/
theorem shift_unitary [NeZero N] : shift N ∈ unitaryGroup (ZMod N) ℂ := by
  rw [mem_unitaryGroup_iff']
  ext i j
  rw [Matrix.star_eq_conjTranspose, Matrix.mul_apply, Finset.sum_eq_single (i + 1)]
  · simp [shift, Matrix.one_apply, Matrix.conjTranspose_apply]
  · intro x _ hx
    simp [shift, hx, Matrix.conjTranspose_apply]
  · intro hx
    exact absurd (Finset.mem_univ _) hx

/-- The inverse of the cyclic shift is its adjoint. -/
theorem shift_inv [NeZero N] : (shift N)⁻¹ = star (shift N) :=
  Matrix.inv_eq_left_inv (mem_unitaryGroup_iff'.mp shift_unitary)

/-- The amplitude from site `j` to site `i` collects the hops that lead from `j` to `i`. -/
theorem localStep_apply [NeZero N] {m : ℕ} (c : ℕ → ℂ) (i j : ZMod N) :
    localStep N m c i j =
      ∑ k ∈ Finset.range (m + 1), if i = j + (k : ZMod N) then c k else 0 := by
  simp [localStep, Matrix.sum_apply, shift_pow_apply]
```

If amplitudes may depend on the site, the conclusion fails: on an even ring, two-by-two rotations on disjoint bonds form a unitary nearest-neighbour step. Splitting a Hamiltonian into even and odd bonds uses this freedom.

## Hops too short to meet around the back: $2m<N$

This condition says that the longest hop covers less than half the ring. Let $p$ and $q$ be the shortest and longest hops with nonzero amplitude, and compare the images of sites $0$ and $q-p$:

$$\langle We_0, We_{q-p}\rangle=\sum_{k,l=p}^{q}\overline{c_k}\,c_l\,\big[\,k\equiv q-p+l \ (\mathrm{mod}\ N)\,\big],$$

where the bracket is 1 if the congruence holds and 0 otherwise. Both sides of the congruence lie between $0$ and $2m<N$, so it is an equality of integers. Since $l\ge p$, it gives $k\ge q$; since $k\le q$, only $k=q$, $l=p$ survives. The overlap is $\overline{c_q}\,c_p$.

The lemma `cast_inj` turns the congruence into an equality.

```lean
private lemma cast_inj {a b : ℕ} (ha : a < N) (hb : b < N)
    (h : (a : ZMod N) = (b : ZMod N)) : a = b := by
  have h' := congrArg ZMod.val h
  rwa [ZMod.val_natCast_of_lt ha, ZMod.val_natCast_of_lt hb] at h'
```

In `edge_overlap`, `key` is the argument just given. `expand` carries out the sum over sites, and two uses of `Finset.sum_eq_single` isolate first $k=q$, then $l=p$. Besides $p\le q\le m$ and $2m<N$, the lemma assumes only that amplitudes outside $p,\dots,q$ vanish; $c_p$ and $c_q$ may be zero.

```lean
/-- Let the hops of a step have lengths between `p` and `q`, with `q ≤ m` and `2 m < N`.
Then the images of a particle at site `0` and of one at site `q - p` have overlap
`conj (c q) * c p`. -/
theorem edge_overlap [NeZero N] {m p q : ℕ} (c : ℕ → ℂ) (hN : 2 * m < N)
    (hpq : p ≤ q) (hqm : q ≤ m) (hlow : ∀ l < p, c l = 0)
    (hhigh : ∀ k ≤ m, q < k → c k = 0) :
    (star (localStep N m c) * localStep N m c) 0 ((q - p : ℕ) : ZMod N)
      = star (c q) * c p := by
  -- the two images can only meet at site q
  have key : ∀ k l : ℕ, k ≤ q → p ≤ l → l ≤ m →
      (k : ZMod N) = ((q - p : ℕ) : ZMod N) + (l : ZMod N) → k = q ∧ l = p := by
    intro k l hk hl hlm h
    rw [← Nat.cast_add] at h
    have h' := cast_inj (by omega) (by omega) h
    omega
  have expand : (star (localStep N m c) * localStep N m c) 0 ((q - p : ℕ) : ZMod N)
      = ∑ k ∈ Finset.range (m + 1),
          star (c k) * localStep N m c (k : ZMod N) ((q - p : ℕ) : ZMod N) := by
    rw [Matrix.star_eq_conjTranspose, Matrix.mul_apply]
    simp only [Matrix.conjTranspose_apply]
    calc ∑ i, star (localStep N m c i 0) * localStep N m c i ((q - p : ℕ) : ZMod N)
        = ∑ i, ∑ k ∈ Finset.range (m + 1), (if i = (k : ZMod N) then
            star (c k) * localStep N m c i ((q - p : ℕ) : ZMod N) else 0) := by
          refine Finset.sum_congr rfl fun i _ => ?_
          rw [localStep_apply c i 0, star_sum, Finset.sum_mul]
          refine Finset.sum_congr rfl fun k _ => ?_
          rw [zero_add]
          split_ifs <;> simp
      _ = _ := by
          rw [Finset.sum_comm]
          refine Finset.sum_congr rfl fun k _ => ?_
          simp [Finset.sum_ite_eq']
  rw [expand, Finset.sum_eq_single q]
  · rw [localStep_apply, Finset.sum_eq_single p]
    · rw [if_pos]
      rw [← Nat.cast_add, Nat.sub_add_cancel hpq]
    · intro l hl hlp
      have hlm := Finset.mem_range.mp hl
      split_ifs with h
      · by_cases hl' : l < p
        · exact hlow l hl'
        · exact absurd (key q l le_rfl (by omega) (by omega) h).2 hlp
      · rfl
    · intro h
      exact absurd (Finset.mem_range.mpr (by omega)) h
  · intro k hk hkq
    have hkm := Finset.mem_range.mp hk
    by_cases hk' : q < k
    · rw [hhigh k (by omega) hk', star_zero, zero_mul]
    · rw [localStep_apply, Finset.sum_eq_zero, mul_zero]
      intro l hl
      have hlm := Finset.mem_range.mp hl
      split_ifs with h
      · by_cases hl' : l < p
        · exact hlow l hl'
        · exact absurd (key k l (by omega) (by omega) (by omega) h).1 hkq
      · rfl
  · intro h
    exact absurd (Finset.mem_range.mpr (by omega)) h
```

Without a bound on the range, the exact propagator $e^{-iH\Delta t/\hbar}$ is a counterexample: it is unitary and uniform, but in general it has hops of every length.

## Norm conserved for every state

Membership in `unitaryGroup` means $W^\dagger W=1$: all norms and overlaps are preserved. Some amplitude is then nonzero, since $W=0$ is not unitary, so $p$ and $q$ exist. If $p<q$, then $0<q-p<N$, the two starting sites are distinct, and their images must be orthogonal. That requires $\overline{c_q}\,c_p=0$, although both factors are nonzero. Hence $p=q$, and the overlap becomes the normalisation $|c_p|^2=1$. Conversely, if $|c_k|=1$ and the rest vanish, $W=c_kT^k$ is a phase times a unitary matrix.

The proof picks $p$ and $q$ as the minimum and maximum of the set of hops with nonzero amplitude, then splits into the cases $p=q$ and $p<q$.

```lean
/-- On a ring with more than `2 m` sites, a translation-invariant step with hops of
`0, ..., m` sites is unitary if and only if one amplitude has modulus 1 and all others vanish. -/
theorem localStep_unitary_iff [NeZero N] {m : ℕ} (c : ℕ → ℂ) (hN : 2 * m < N) :
    localStep N m c ∈ unitaryGroup (ZMod N) ℂ ↔
      ∃ k ≤ m, ‖c k‖ = 1 ∧ ∀ j ≤ m, j ≠ k → c j = 0 := by
  constructor
  · intro hU
    rw [mem_unitaryGroup_iff'] at hU
    have hne : ((Finset.range (m + 1)).filter (fun k => c k ≠ 0)).Nonempty := by
      by_contra h
      rw [Finset.not_nonempty_iff_eq_empty, Finset.filter_eq_empty_iff] at h
      have h0 : localStep N m c = 0 := Finset.sum_eq_zero fun k hk => by
        rw [not_not.mp (h hk), zero_smul]
      rw [h0, mul_zero] at hU
      have h1 := congrFun (congrFun hU 0) 0
      simp at h1
    -- shortest and longest hop with nonzero amplitude
    obtain ⟨p, hp, hmin⟩ := Finset.exists_min_image _ id hne
    obtain ⟨q, hq, hmax⟩ := Finset.exists_max_image _ id hne
    simp only [Finset.mem_filter, Finset.mem_range, id] at hp hq hmin hmax
    have hpq : p ≤ q := hmin q hq
    have key := edge_overlap (N := N) (m := m) c hN hpq (by omega)
      (fun l hl => by
        by_contra hc
        have := hmin l ⟨by omega, hc⟩
        omega)
      (fun k hk hqk => by
        by_contra hc
        have := hmax k ⟨by omega, hc⟩
        omega)
    rw [hU, Matrix.one_apply] at key
    rcases hpq.eq_or_lt with h | h
    · subst h
      rw [Nat.sub_self, Nat.cast_zero, if_pos rfl] at key
      refine ⟨p, by omega, ?_, ?_⟩
      · have h1 := congrArg norm key
        rw [norm_one, norm_mul, norm_star] at h1
        nlinarith [norm_nonneg (c p)]
      · intro j hj hjp
        by_contra hc
        have h1 := hmin j ⟨by omega, hc⟩
        have h2 := hmax j ⟨by omega, hc⟩
        omega
    · -- two different edges would leave a nonzero overlap
      exfalso
      have hd : (0 : ZMod N) ≠ ((q - p : ℕ) : ZMod N) := by
        intro h0
        have h1 : 0 = q - p := cast_inj (N := N) (by omega) (by omega)
          (by rw [Nat.cast_zero]; exact h0)
        omega
      rw [if_neg hd] at key
      exact mul_ne_zero (star_ne_zero.mpr hq.2) hp.2 key.symm
  · rintro ⟨k, hk, hn, h0⟩
    have hW : localStep N m c = c k • shift N ^ k :=
      Finset.sum_eq_single k
        (fun j hj hjk => by
          have := Finset.mem_range.mp hj
          rw [h0 j (by omega) hjk, zero_smul])
        (fun h => absurd (Finset.mem_range.mpr (by omega)) h)
    have hs : star (c k) * c k = 1 := by
      rw [Complex.star_def, Complex.conj_mul', hn]
      simp
    rw [hW, mem_unitaryGroup_iff', star_smul, smul_mul_smul_comm, hs,
      mem_unitaryGroup_iff'.mp (pow_mem shift_unitary k), one_smul]
```

For a nearest-neighbour step it is not enough to check $|a|^2+|b|^2+|c|^2=1$. On five or more sites that guarantees a conserved norm for a particle starting on a single site, but not for every superposition. Take $a=3/5$, $b=0$, $c=4i/5$ on five or more sites. The images of sites 0 and 2 meet at site 1 with overlap $\bar c\,a=-12i/25$, and the normalised state $(e_0+i\,e_2)/\sqrt2$ leaves the step with squared norm $37/25$.

## At least five sites

Multiplying by $T$ gives

$$T\,(aT^{-1}+b\,1+cT)=a\,1+bT+cT^2,$$

a forward step with $m=2$ and $(c_0,c_1,c_2)=(a,b,c)$. As $T$ is unitary, this product is unitary exactly when the original step is. The condition $2m<N$ now reads $N\ge5$.

In the proof, `hfac` is this factorisation and `hstar` shows that the extra shift leaves $W^\dagger W$ unchanged. The remaining lines translate "one $k\le 2$" into the three listed cases.

```lean
/-- On a ring of at least five sites, `a T⁻¹ + b 1 + c T` is unitary if and only if exactly one
of the three amplitudes is nonzero and that one has modulus 1. -/
theorem neighbourStep_unitary_iff [NeZero N] (hN : 5 ≤ N) (a b c : ℂ) :
    neighbourStep N a b c ∈ unitaryGroup (ZMod N) ℂ ↔
      (‖a‖ = 1 ∧ b = 0 ∧ c = 0) ∨ (a = 0 ∧ ‖b‖ = 1 ∧ c = 0) ∨
        (a = 0 ∧ b = 0 ∧ ‖c‖ = 1) := by
  have hST : star (shift N) * shift N = 1 := mem_unitaryGroup_iff'.mp shift_unitary
  have hT : shift N * (shift N)⁻¹ = 1 := by
    rw [shift_inv]
    exact mem_unitaryGroup_iff.mp shift_unitary
  -- one extra shift turns the step into forward hops by 0, 1 and 2 sites
  have hfac : shift N * neighbourStep N a b c =
      localStep N 2 (fun k => if k = 0 then a else if k = 1 then b else c) := by
    simp [localStep, neighbourStep, Finset.sum_range_succ, mul_add, hT, pow_two]
  have hstar : star (shift N * neighbourStep N a b c) * (shift N * neighbourStep N a b c)
      = star (neighbourStep N a b c) * neighbourStep N a b c := by
    rw [star_mul, mul_assoc, ← mul_assoc (star (shift N)), hST, one_mul]
  rw [mem_unitaryGroup_iff', ← hstar, hfac, ← mem_unitaryGroup_iff',
    localStep_unitary_iff _ (by omega)]
  constructor
  · rintro ⟨k, hk, hn, h0⟩
    have h0' := h0 0 (by norm_num)
    have h1' := h0 1 (by norm_num)
    have h2' := h0 2 (by norm_num)
    interval_cases k <;> simp_all
  · rintro (⟨h, rfl, rfl⟩ | ⟨rfl, h, rfl⟩ | ⟨rfl, rfl, h⟩)
    · exact ⟨0, by norm_num, by simpa using h, fun j hj hj0 => by
        interval_cases j <;> simp_all⟩
    · exact ⟨1, by norm_num, by simpa using h, fun j hj hj0 => by
        interval_cases j <;> simp_all⟩
    · exact ⟨2, by norm_num, by simpa using h, fun j hj hj0 => by
        interval_cases j <;> simp_all⟩
```

On four sites the same amplitudes $3/5$ and $4i/5$ do give a unitary step. The images of sites 0 and 2 now meet a second time, at site 3, and the two contributions cancel. In matrix form,

$$W^\dagger W=\tfrac{9}{25}+\tfrac{16}{25}+\tfrac{12i}{25}\,(T^2-T^{-2})=1,$$

because $T^4=1$ gives $T^{-2}=T^2$. The proof derives that identity as `h2` and then expands the product.

```lean
/-- On a ring of four sites the step `(3/5) T⁻¹ + (4i/5) T`, with two nonzero amplitudes,
is unitary. -/
theorem four_sites_unitary :
    neighbourStep 4 (3 / 5) 0 (4 / 5 * Complex.I) ∈ unitaryGroup (ZMod 4) ℂ := by
  have hST : star (shift 4) * shift 4 = 1 := mem_unitaryGroup_iff'.mp shift_unitary
  have hTS : shift 4 * star (shift 4) = 1 := mem_unitaryGroup_iff.mp shift_unitary
  have h4 : shift 4 ^ 4 = 1 := by
    ext i j
    rw [shift_pow_apply, ZMod.natCast_self, add_zero, Matrix.one_apply]
  -- two steps back and two steps forward reach the same site
  have h2 : star (shift 4) * star (shift 4) = shift 4 * shift 4 := by
    calc star (shift 4) * star (shift 4)
        = star (shift 4) * star (shift 4) * shift 4 ^ 4 := by rw [h4, mul_one]
      _ = star (shift 4) * (star (shift 4) * shift 4) * shift 4 * shift 4 * shift 4 := by
          noncomm_ring
      _ = shift 4 * shift 4 := by rw [hST, mul_one, hST, one_mul]
  have s1 : star (3 / 5 : ℂ) = 3 / 5 := by simp
  have s2 : star (4 / 5 * Complex.I) = -(4 / 5 * Complex.I) := by simp
  have hI : -(4 / 5 * Complex.I) * (4 / 5 * Complex.I) = 16 / 25 := by
    linear_combination (-(16 / 25 : ℂ)) * Complex.I_sq
  rw [mem_unitaryGroup_iff', neighbourStep, shift_inv]
  simp only [zero_smul, add_zero, star_add, star_smul, star_star, s1, s2]
  rw [add_mul, mul_add, mul_add]
  simp only [smul_mul_smul_comm, hTS, hST, h2, hI]
  module

end

end LocalUnitarySteps
```

```lean
#print axioms LocalUnitarySteps.neighbourStep_unitary_iff
-- 'LocalUnitarySteps.neighbourStep_unitary_iff' depends on axioms: [propext, Classical.choice, Quot.sound]
#print axioms LocalUnitarySteps.four_sites_unitary
-- 'LocalUnitarySteps.four_sites_unitary' depends on axioms: [propext, Classical.choice, Quot.sound]
```

For simulation practice, the result rules out exactly norm-conserving uniform three-point updates on rings of five or more sites, apart from the trivial ones, for a single particle with one amplitude per site. Nothing in the hypotheses ties $a,b,c$ to a Hamiltonian or a time step, so how fast the norm drifts in a given scheme needs a separate estimate.
